# The von Neumann entropy on ℂⁿ lies between 0 and log n, and only I/n reaches log n

How mixed can a quantum state with n levels be, when mixedness is measured by the von Neumann entropy S = −Tr ρ log ρ? For n ≥ 2 a pure state has an eigenvalue 0, where the logarithm diverges, so a definition must first settle what ρ log ρ means. The choice here is to avoid the matrix logarithm and define S through the eigenvalues p_i of the density matrix ρ:

S(ρ) = −∑_i p_i log p_i, with 0 log 0 = 0.

The logarithm is natural and Boltzmann's constant is set to 1. For every density matrix on ℂⁿ with n ≥ 1, 0 ≤ S(ρ) ≤ log n, and S(ρ) = log n exactly when ρ = I/n. Moreover, S(ρ) = 0 exactly when ρ² = ρ.

```lean
import Mathlib

open Matrix
open scoped ComplexOrder

namespace VonNeumannEntropy

noncomputable section
```

A `DensityMatrix n` is a complex matrix together with proofs that it is positive semidefinite and has trace one. In Lean, `n` is the finite set of basis labels and not a number; the dimension, written n in the prose, is `Fintype.card n`.

```lean
/-- A density matrix: a positive semidefinite complex matrix of trace one. -/
@[ext]
structure DensityMatrix (n : Type*) [Fintype n] where
  /-- The underlying matrix. -/
  mat : Matrix n n ℂ
  posSemidef : mat.PosSemidef
  trace_one : mat.trace = 1
```

Mathlib's `PosSemidef` includes Hermiticity, so the spectral theorem supplies real eigenvalues, repeated according to multiplicity. They are called `ρ.eig i`, the p_i of the prose.

```lean
variable {n : Type*} [Fintype n] [DecidableEq n]

/-- The eigenvalues `p i` of a density matrix, repeated according to multiplicity. -/
def DensityMatrix.eig (ρ : DensityMatrix n) : n → ℝ :=
  ρ.posSemidef.isHermitian.eigenvalues

/-- The von Neumann entropy `S = -∑ p log p` over the eigenvalues, with `0 log 0 = 0`. -/
def entropy (ρ : DensityMatrix n) : ℝ :=
  -∑ i, ρ.eig i * Real.log (ρ.eig i)
```

The model is finite-dimensional. The theorems below do not cover the general state of a system such as an oscillator, whose state space is infinite-dimensional.

## At least one level

The condition n ≥ 1 says that the system has a state at all. By hand it is used when dividing by n: the matrix I/n is positive, and its trace is n · (1/n) = 1. In Lean it is the assumption `[Nonempty n]`, which allows `maximallyMixed` to be built as an actual density matrix.

```lean
/-- The maximally mixed state `I/n` on a space of dimension `n ≥ 1`. -/
def maximallyMixed (n : Type*) [Fintype n] [DecidableEq n] [Nonempty n] :
    DensityMatrix n where
  mat := (((Fintype.card n : ℝ)⁻¹ : ℝ) : ℂ) • (1 : Matrix n n ℂ)
  posSemidef := Matrix.PosSemidef.one.smul (Complex.zero_le_real.mpr (by positivity))
  trace_one := by
    rw [Matrix.trace_smul, Matrix.trace_one, smul_eq_mul]
    push_cast
    exact inv_mul_cancel₀ (Nat.cast_ne_zero.mpr Fintype.card_ne_zero)
```

For n = 0 every trace is 0, so there are no density matrices and no I/n to compare with. The smallest case is n = 1. There the only density matrix is the number 1, both bounds are 0, and the maximally mixed state is also pure.

## Positivity and unit trace make the eigenvalues probabilities

Positivity says that no measurement outcome has negative probability, and unit trace says that the probabilities of a complete set of outcomes add up to one. For the eigenbasis of ρ this means

p_i ≥ 0 and ∑_i p_i = Tr ρ = 1.

`eig_distribution` states both facts; the second comes from writing the trace as the sum of the eigenvalues.

```lean
/-- The eigenvalues of a density matrix form a probability distribution. -/
theorem eig_distribution (ρ : DensityMatrix n) :
    (∀ i, 0 ≤ ρ.eig i) ∧ ∑ i, ρ.eig i = 1 := by
  refine ⟨fun i => ρ.posSemidef.eigenvalues_nonneg i, ?_⟩
  have h : ρ.mat.trace = ∑ i, ((ρ.eig i : ℝ) : ℂ) :=
    ρ.posSemidef.isHermitian.trace_eq_sum_eigenvalues
  rw [ρ.trace_one] at h
  exact_mod_cast h.symm
```

If positivity is weakened to Hermiticity, diag(2, −1) is admitted, and −p log p has no real value at p = −1. The trace condition matters in both directions, as 1×1 matrices show. If the trace may exceed one, the matrix (2) gives −2 log 2 < 0. If it may fall below one, the matrix (1/2) gives (1/2) log 2 > 0 = log 1.

## Hermiticity carries eigenvalue statements back to ρ

Hermiticity provides an orthonormal eigenbasis. With U the unitary matrix of eigenvectors and D = diag(p_i),

ρ = U D U†, D = U† ρ U.

`exists_diagonalisation` records both equations, with `star U` for U†. The second follows from the first by U†U = I.

```lean
/-- A density matrix is diagonalised by a unitary, with its eigenvalues on the diagonal. -/
theorem exists_diagonalisation (ρ : DensityMatrix n) :
    ∃ U ∈ Matrix.unitaryGroup n ℂ,
      ρ.mat = U * diagonal (fun i => (ρ.eig i : ℂ)) * star U ∧
      star U * ρ.mat * U = diagonal (fun i => (ρ.eig i : ℂ)) := by
  let V := ρ.posSemidef.isHermitian.eigenvectorUnitary
  have h1 : star (V : Matrix n n ℂ) * V = 1 := Matrix.mem_unitaryGroup_iff'.mp V.2
  have h : ρ.mat = (V : Matrix n n ℂ) * diagonal (fun i => (ρ.eig i : ℂ))
      * star (V : Matrix n n ℂ) := by
    have hs := ρ.posSemidef.isHermitian.spectral_theorem
    rw [Unitary.conjStarAlgAut_apply] at hs
    exact hs
  refine ⟨V, V.2, h, ?_⟩
  rw [h]
  calc _ = (star (V : Matrix n n ℂ) * V) * diagonal (fun i => (ρ.eig i : ℂ))
        * (star (V : Matrix n n ℂ) * V) := by simp only [mul_assoc]
    _ = _ := by rw [h1, one_mul, mul_one]
```

Two consequences are needed. First, ρ = cI exactly when every p_i = c. If ρ = cI, then D = U†(cI)U = cI. If D = cI, then ρ = U(cI)U† = cI. In Lean, the forward direction compares diagonal entries of the two matrices.

```lean
/-- A density matrix is `c` times the identity exactly when all its eigenvalues equal `c`. -/
theorem mat_eq_smul_one_iff (ρ : DensityMatrix n) (c : ℝ) :
    ρ.mat = (c : ℂ) • (1 : Matrix n n ℂ) ↔ ∀ i, ρ.eig i = c := by
  obtain ⟨U, hU, h, h3⟩ := exists_diagonalisation ρ
  constructor
  · intro hc i
    rw [hc, Matrix.mul_smul, mul_one, Matrix.smul_mul,
      Matrix.mem_unitaryGroup_iff'.mp hU] at h3
    have h4 : c = ρ.eig i := by simpa using congrFun (congrFun h3 i) i
    exact h4.symm
  · intro hc
    rw [h]
    simp only [hc]
    rw [← Matrix.smul_one_eq_diagonal, Matrix.mul_smul, mul_one, Matrix.smul_mul,
      Matrix.mem_unitaryGroup_iff.mp hU]
```

Second, ρ² = ρ exactly when every p_i² = p_i:

D² = U†ρUU†ρU = U†ρ²U, and ρ² = UDU†UDU† = UD²U†.

If ρ² = ρ, the first equation gives D² = D; if D² = D, the second gives ρ² = ρ. The `calc` blocks carry out these two computations.

```lean
/-- A density matrix satisfies `ρ² = ρ` exactly when each eigenvalue satisfies `p² = p`. -/
theorem idempotent_iff (ρ : DensityMatrix n) :
    ρ.mat * ρ.mat = ρ.mat ↔ ∀ i, ρ.eig i * ρ.eig i = ρ.eig i := by
  obtain ⟨U, hU, h, h3⟩ := exists_diagonalisation ρ
  have h1 := Matrix.mem_unitaryGroup_iff'.mp hU
  have h2 := Matrix.mem_unitaryGroup_iff.mp hU
  constructor
  · intro hM i
    have hD : diagonal (fun i => (ρ.eig i : ℂ)) * diagonal (fun i => (ρ.eig i : ℂ))
        = diagonal (fun i => (ρ.eig i : ℂ)) := by
      rw [← h3]
      calc _ = star U * ρ.mat * (U * star U) * ρ.mat * U := by simp only [mul_assoc]
        _ = star U * (ρ.mat * ρ.mat) * U := by
          rw [h2]
          simp only [mul_assoc, one_mul]
        _ = _ := by rw [hM]
    rw [Matrix.diagonal_mul_diagonal] at hD
    have hi := congrFun (congrFun hD i) i
    simp only [Matrix.diagonal_apply_eq] at hi
    exact_mod_cast hi
  · intro hp
    have hD : diagonal (fun i => (ρ.eig i : ℂ)) * diagonal (fun i => (ρ.eig i : ℂ))
        = diagonal (fun i => (ρ.eig i : ℂ)) := by
      rw [Matrix.diagonal_mul_diagonal]
      exact congrArg diagonal (funext fun i => by exact_mod_cast hp i)
    rw [h]
    calc _ = U * diagonal (fun i => (ρ.eig i : ℂ)) * (star U * U)
          * diagonal (fun i => (ρ.eig i : ℂ)) * star U := by simp only [mul_assoc]
      _ = U * (diagonal (fun i => (ρ.eig i : ℂ)) * diagonal (fun i => (ρ.eig i : ℂ)))
          * star U := by
        rw [h1]
        simp only [mul_assoc, one_mul]
      _ = _ := by rw [hD]
```

Nonnegative eigenvalues and unit trace alone would not be enough for the equality case. The matrix with rows (1/2, 1) and (0, 1/2) has trace one and 1/2 as a double root of its characteristic polynomial, yet it is not I/2.

## Both bounds from the probabilities

For the lower bound, each p_i is at most the sum of all of them, so 0 ≤ p_i ≤ 1. Hence log p_i ≤ 0 when p_i > 0, and p_i log p_i ≤ 0 in every case. Summing −p_i log p_i gives S ≥ 0.

```lean
/-- For each eigenvalue `p` of a density matrix, `p log p ≤ 0`. -/
theorem eig_mul_log_nonpos (ρ : DensityMatrix n) (i : n) :
    ρ.eig i * Real.log (ρ.eig i) ≤ 0 := by
  obtain ⟨h0, hs⟩ := eig_distribution ρ
  have h1 : ρ.eig i ≤ 1 := by
    rw [← hs]
    exact Finset.single_le_sum (fun j _ => h0 j) (Finset.mem_univ i)
  have := mul_nonneg (h0 i) (neg_nonneg.mpr (Real.log_nonpos (h0 i) h1))
  linarith
```

For the upper bound, start from log x < x − 1, valid for x > 0 with x ≠ 1. Take p > 0 with p ≠ 1/n and set x = 1/(np):

−log n − log p < 1/(np) − 1.

Multiplying by p and rearranging gives

−p log p < p log n + 1/n − p.

At p = 0 this reads 0 < 1/n, which also holds. At p = 1/n both sides equal (1/n) log n. The right-hand side is therefore the tangent line to −p log p at p = 1/n. The lemma `neg_mul_log_lt` proves the strict inequality for any real `N` > 0; the dimension is inserted afterwards.

```lean
/-- For `N > 0` and `p ≥ 0` other than `1/N`, the function `-p log p` lies strictly below
the line `p log N + 1/N - p`. -/
theorem neg_mul_log_lt {N p : ℝ} (hN : 0 < N) (hp : 0 ≤ p) (hne : p ≠ N⁻¹) :
    -(p * Real.log p) < p * Real.log N + N⁻¹ - p := by
  rcases hp.eq_or_lt with h0 | hpos
  · rw [← h0]
    simpa using hN
  · have hx : (N * p)⁻¹ ≠ 1 := by
      intro h
      exact hne (eq_inv_of_mul_eq_one_right (inv_eq_one.mp h))
    -- the inequality log x < x - 1 at x = 1/(N p), multiplied by p
    have h := Real.log_lt_sub_one_of_pos (by positivity) hx
    rw [Real.log_inv, Real.log_mul hN.ne' hpos.ne'] at h
    have h' := mul_lt_mul_of_pos_left h hpos
    have e : p * (N * p)⁻¹ = N⁻¹ := by
      rw [mul_inv, mul_comm N⁻¹, ← mul_assoc, mul_inv_cancel₀ hpos.ne', one_mul]
    rw [mul_sub, e] at h'
    linarith
```

Unit trace now enters a second time, when the lines are summed:

∑_i (p_i log n + 1/n − p_i) = log n + 1 − 1 = log n.

This is `hL` in the main theorem, and `hle` is the termwise inequality with equality allowed. Together they give S ≤ log n. If some p_i differs from 1/n, its term is strictly smaller and so is the sum; `Finset.sum_lt_sum` expresses this. Equality therefore forces every p_i = 1/n, which means ρ = I/n by the first consequence of diagonalisation. Conversely, I/n has entropy −n · (1/n) log(1/n) = log n.

```lean
/-- In dimension `n ≥ 1` the von Neumann entropy lies between `0` and `log n`, and it equals
`log n` exactly for the maximally mixed state `I/n`. -/
theorem entropy_bounds [Nonempty n] (ρ : DensityMatrix n) :
    0 ≤ entropy ρ ∧ entropy ρ ≤ Real.log (Fintype.card n) ∧
      (entropy ρ = Real.log (Fintype.card n) ↔ ρ = maximallyMixed n) := by
  obtain ⟨h0, hs⟩ := eig_distribution ρ
  have hN : (0 : ℝ) < Fintype.card n := Nat.cast_pos.mpr Fintype.card_pos
  have hmix : ρ = maximallyMixed n ↔ ∀ i, ρ.eig i = (Fintype.card n : ℝ)⁻¹ :=
    DensityMatrix.ext_iff.trans (mat_eq_smul_one_iff ρ _)
  have hS : entropy ρ = ∑ i, -(ρ.eig i * Real.log (ρ.eig i)) := by
    rw [entropy, Finset.sum_neg_distrib]
  -- the linear upper bounds add up to log n
  have hL : ∑ i, (ρ.eig i * Real.log (Fintype.card n) + (Fintype.card n : ℝ)⁻¹ - ρ.eig i)
      = Real.log (Fintype.card n) := by
    rw [Finset.sum_sub_distrib, Finset.sum_add_distrib, ← Finset.sum_mul, hs,
      Finset.sum_const, Finset.card_univ, nsmul_eq_mul, mul_inv_cancel₀ hN.ne']
    ring
  have hle : ∀ i, -(ρ.eig i * Real.log (ρ.eig i)) ≤
      ρ.eig i * Real.log (Fintype.card n) + (Fintype.card n : ℝ)⁻¹ - ρ.eig i := by
    intro i
    by_cases h : ρ.eig i = (Fintype.card n : ℝ)⁻¹
    · rw [h, Real.log_inv]
      linarith
    · exact (neg_mul_log_lt hN (h0 i) h).le
  refine ⟨?_, ?_, ?_⟩
  · rw [hS]
    exact Finset.sum_nonneg fun i _ => neg_nonneg.mpr (eig_mul_log_nonpos ρ i)
  · rw [hS]
    exact (Finset.sum_le_sum fun i _ => hle i).trans_eq hL
  · rw [hmix]
    constructor
    · intro heq i
      by_contra hi
      -- one eigenvalue different from 1/n makes the bound strict
      have hlt := Finset.sum_lt_sum (fun j _ => hle j)
        ⟨i, Finset.mem_univ i, neg_mul_log_lt hN (h0 i) hi⟩
      rw [hL, ← hS, heq] at hlt
      exact lt_irrefl _ hlt
    · intro h
      rw [entropy]
      simp only [h]
      rw [Finset.sum_const, Finset.card_univ, nsmul_eq_mul, ← mul_assoc,
        mul_inv_cancel₀ hN.ne', one_mul, Real.log_inv, neg_neg]
```

The three parts of `entropy_bounds` are the lower bound, the upper bound and the equality condition.

## One orbital of a stretched hydrogen molecule

In electronic structure, the bound limits the entropy of an orbital's reduced density matrix, provided that the orbital is described by its four occupation states: empty, spin up, spin down and doubly occupied. The maximum is then log 4.

Take H₂ with one orthonormal localised orbital per atom, and one electron of each spin. Different occupations of one orbital then go with orthogonal states of the other, so the reduced density matrix is diagonal in the four occupation states and its eigenvalues are their probabilities. If both electrons occupy the bonding combination, the four occupations of one atom's orbital each have probability 1/4, and S = log 4. In the separated-atom singlet the probabilities are 0, 1/2, 1/2, 0, and S = log 2.

The tangent-line inequality accounts for the difference. With n = 4, each p = 0 lies 1/4 below the line, and each p = 1/2 lies (1/2) log 2 − 1/4 below it. The total is

2 · (1/4) + 2 · ((1/2) log 2 − 1/4) = log 2,

which is log 4 − log 2.

## Zero entropy and the form |ψ⟩⟨ψ|

If S = 0, a sum of terms p_i log p_i, none of them positive, vanishes, so every term vanishes. Each p_i is then 0 or 1, hence p_i² = p_i, and ρ² = ρ by the second consequence of diagonalisation. Conversely, ρ² = ρ gives p_i(p_i − 1) = 0, so every p_i log p_i is 0.

The theorem `entropy_eq_zero_iff` follows these steps. Positivity is used once more: Mathlib extends the real logarithm to negative numbers by log |p|, so log p = 0 also allows p = −1, and `h0` excludes that case.

```lean
/-- The entropy of a density matrix vanishes exactly when `ρ² = ρ`. -/
theorem entropy_eq_zero_iff (ρ : DensityMatrix n) :
    entropy ρ = 0 ↔ ρ.mat * ρ.mat = ρ.mat := by
  have h0 := (eig_distribution ρ).1
  rw [idempotent_iff, entropy, neg_eq_zero,
    Finset.sum_eq_zero_iff_of_nonpos (fun i _ => eig_mul_log_nonpos ρ i)]
  constructor
  · intro h i
    rcases mul_eq_zero.mp (h i (Finset.mem_univ i)) with hp | hp
    · rw [hp, mul_zero]
    · rcases Real.log_eq_zero.mp hp with hp | hp | hp
      · rw [hp, mul_zero]
      · rw [hp, mul_one]
      · linarith [h0 i]
  · intro h i _
    have hf : ρ.eig i * (ρ.eig i - 1) = 0 := by linarith [h i]
    rcases mul_eq_zero.mp hf with hp | hp
    · rw [hp, zero_mul]
    · rw [sub_eq_zero.mp hp, Real.log_one, mul_zero]
```

The last hypothesis, `hψ`, says that the system is described by a single state vector: ρ = |ψ⟩⟨ψ|, with matrix entries ψ_i ψ_j*. Normalisation of ψ is not assumed separately, because the unit trace of ρ gives ∑_k ψ_k ψ_k* = 1. Then

(ρ²)_ij = ∑_k ψ_i ψ_k* ψ_k ψ_j* = ψ_i ψ_j* ∑_k ψ_k ψ_k* = ρ_ij,

and the entropy is zero. In the proof, `ht` is the normalisation and the `calc` block is this line. Without the hypothesis the entropy can be positive: for n = 2, the state I/2 has S = log 2.

```lean
/-- A density matrix of the form `|ψ⟩⟨ψ|` has zero entropy. -/
theorem entropy_pure (ρ : DensityMatrix n) (ψ : n → ℂ)
    (hψ : ρ.mat = vecMulVec ψ (star ψ)) : entropy ρ = 0 := by
  -- the unit trace of ρ is the normalisation of ψ
  have ht : ∑ k, ψ k * star (ψ k) = 1 := by
    have h := ρ.trace_one
    rw [hψ] at h
    exact h
  rw [entropy_eq_zero_iff, hψ]
  ext i j
  rw [Matrix.mul_apply]
  calc _ = ψ i * star (ψ j) * ∑ k, ψ k * star (ψ k) := by
        rw [Finset.mul_sum]
        refine Finset.sum_congr rfl fun k _ => ?_
        simp only [Matrix.vecMulVec_apply, Pi.star_apply]
        ring
    _ = _ := by rw [ht, mul_one, Matrix.vecMulVec_apply, Pi.star_apply]

end

end VonNeumannEntropy
```

The theorem `entropy_pure` goes from the vector to zero entropy. Recovering a vector from ρ² = ρ uses the further standard fact that a projector of trace one has rank one, which is not formalised here.

```lean
#print axioms VonNeumannEntropy.entropy_bounds
#print axioms VonNeumannEntropy.entropy_pure
```

```
'VonNeumannEntropy.entropy_bounds' depends on axioms: [propext, Classical.choice, Quot.sound]
'VonNeumannEntropy.entropy_pure' depends on axioms: [propext, Classical.choice, Quot.sound]
```
